# Lattice continuity equation for the mean occupation in the asymmetric exclusion process on a ring

The declaration `continuity` concerns particles on a ring of `L` ≥ 2 sites, at most one per site, which hop to an empty neighbouring site with rate `p` to the right and `q` to the left. It states that, when the weights `P` of the configurations change according to the master equation, the mean occupation of site `j + 1` changes at the mean current across the bond from `j` to `j + 1` minus the mean current across the next bond. Here `p`, `q` and the weights are arbitrary real numbers, and a mean is the plain weighted sum over configurations, which is the expectation value when `P` is a probability distribution. The proof uses `mean_master` to turn the left side into a mean of hopping rate times change of occupation, then compares the two sides configuration by configuration, where only the two bonds that touch the site contribute.

The first attempt, which Lean rejects:

```lean
import Mathlib

noncomputable section

namespace ExclusionRing

variable {L : ℕ} [NeZero L]

/-- Occupation number (0 or 1) of site `i` in the configuration whose occupied sites form `S`. -/
def occ (S : Finset (ZMod L)) (i : ZMod L) : ℝ := if i ∈ S then 1 else 0

/-- The configuration obtained by exchanging the contents of sites `i` and `i + 1`. -/
def exchange (i : ZMod L) (S : Finset (ZMod L)) : Finset (ZMod L) :=
  S.map (Equiv.swap i (i + 1)).toEmbedding

/-- Total rate of hops across the bond `(i, i + 1)`: rate `p` to the right and `q` to the left,
each only into an empty site. -/
def rate (p q : ℝ) (i : ZMod L) (S : Finset (ZMod L)) : ℝ :=
  p * (occ S i * (1 - occ S (i + 1))) + q * (occ S (i + 1) * (1 - occ S i))

/-- Net current across the bond `(i, i + 1)`: right hopping rate minus left hopping rate. -/
def current (p q : ℝ) (i : ZMod L) (S : Finset (ZMod L)) : ℝ :=
  p * (occ S i * (1 - occ S (i + 1))) - q * (occ S (i + 1) * (1 - occ S i))

/-- Right-hand side of the master equation: gain minus loss of probability, summed over bonds. -/
def master (p q : ℝ) (P : Finset (ZMod L) → ℝ) (S : Finset (ZMod L)) : ℝ :=
  ∑ i, (rate p q i (exchange i S) * P (exchange i S) - rate p q i S * P S)

/-- Mean of the observable `f` under the weights `P`. -/
def mean (P f : Finset (ZMod L) → ℝ) : ℝ := ∑ S, P S * f S

omit [NeZero L] in
/-- After an exchange, each site has the occupation of its exchange partner. -/
theorem occ_exchange (i j : ZMod L) (S : Finset (ZMod L)) :
    occ (exchange i S) j = occ S (Equiv.swap i (i + 1) j) := by
  have h : j ∈ S.map (Equiv.swap i (i + 1)).toEmbedding ↔ Equiv.swap i (i + 1) j ∈ S := by
    rw [Finset.mem_map_equiv, Equiv.symm_swap]
  unfold occ exchange
  by_cases hj : Equiv.swap i (i + 1) j ∈ S
  · rw [if_pos (h.2 hj), if_pos hj]
  · rw [if_neg (fun a => hj (h.1 a)), if_neg hj]

omit [NeZero L] in
/-- Exchanging the same two sites twice restores the configuration. -/
theorem exchange_exchange (i : ZMod L) (S : Finset (ZMod L)) :
    exchange i (exchange i S) = S := by
  ext j
  have h := (Equiv.swap i (i + 1)).symm_apply_apply j
  rw [Equiv.symm_swap] at h
  simp only [exchange, Finset.mem_map_equiv, Equiv.symm_swap, h]

/-- Under the master equation the mean of an observable changes at the mean of
hopping rate times change of the observable, summed over bonds. -/
theorem mean_master (p q : ℝ) (P f : Finset (ZMod L) → ℝ) :
    mean (master p q P) f =
      mean P (fun S => ∑ i, rate p q i S * (f (exchange i S) - f S)) := by
  have key : ∀ i : ZMod L,
      ∑ S, (rate p q i (exchange i S) * P (exchange i S) - rate p q i S * P S) * f S =
        ∑ S, P S * (rate p q i S * (f (exchange i S) - f S)) := by
    intro i
    -- relabel the gain term by the exchange
    have h : ∑ S, rate p q i (exchange i S) * P (exchange i S) * f (exchange i (exchange i S))
        = ∑ S, rate p q i S * P S * f (exchange i S) :=
      Equiv.sum_comp (Function.Involutive.toPerm (exchange i) (exchange_exchange i))
        (fun S => rate p q i S * P S * f (exchange i S))
    simp only [exchange_exchange] at h
    simp only [sub_mul, Finset.sum_sub_distrib, h]
    rw [← Finset.sum_sub_distrib]
    exact Finset.sum_congr rfl fun S _ => by ring
  simp only [mean, master, Finset.sum_mul, Finset.mul_sum]
  exact Finset.sum_comm.trans
    ((Finset.sum_congr rfl fun i _ => key i).trans Finset.sum_comm)

/-- Lattice continuity equation: the mean occupation of site `j + 1` changes at the mean current
entering from the left minus the mean current leaving to the right. -/
theorem continuity (hL : 2 ≤ L) (p q : ℝ) (P : Finset (ZMod L) → ℝ) (j : ZMod L) :
    mean (master p q P) (fun S => occ S (j + 1)) =
      mean P (current p q j) - mean P (current p q (j + 1)) := by
  haveI : Fact (1 < L) := ⟨hL⟩
  have hne : j ≠ j + 1 := fun h =>
    one_ne_zero (α := ZMod L) (by linear_combination (-1 : ZMod L) * h)
  have h01 : ∀ (S : Finset (ZMod L)) i, occ S i = 0 ∨ occ S i = 1 := by
    intro S i
    unfold occ
    split_ifs <;> simp
  rw [mean_master]
  unfold mean
  rw [← Finset.sum_sub_distrib]
  refine Finset.sum_congr rfl fun S _ => ?_
  -- only the two bonds that touch the site contribute
  have ht : ∀ i, rate p q i S * (occ (exchange i S) (j + 1) - occ S (j + 1)) =
      (if i = j then current p q i S else 0) - (if i = j + 1 then current p q i S else 0) := by
    intro i
    rw [occ_exchange]
    by_cases h1 : i = j
    · subst h1
      rw [if_pos rfl, if_neg hne, Equiv.swap_apply_right]
      rcases h01 S i with a | a <;> rcases h01 S (i + 1) with b | b <;>
        simp [rate, current, a, b]
    · by_cases h2 : i = j + 1
      · rw [if_neg h1, if_pos h2, ← h2, Equiv.swap_apply_left]
        rcases h01 S i with a | a <;> rcases h01 S (i + 1) with b | b <;>
          simp [rate, current, a, b]
      · rw [if_neg h1, if_neg h2, Equiv.swap_apply_of_ne_of_ne (Ne.symm h2)
          (fun h => h1 (add_right_cancel h).symm)]
        ring
  rw [Finset.sum_congr rfl fun i _ => ht i, Finset.sum_sub_distrib]
  simp only [Finset.sum_ite_eq', Finset.mem_univ, if_true]
  ring

end ExclusionRing
```

Messages:

```
Main.lean:79:2: warning: Try this: 
  haveI̵

The goal is a proposition, so `have` is preferred over `haveI`.
The difference between `have` and `haveI` is that `haveI` inlines the value.
But this is not relevant for proofs because of proof irrelevance.

Note: This linter can be disabled with `set_option linter.style.haveILetI false`
Main.lean:107:6: error: Tactic `rewrite` failed: Did not find an occurrence of the pattern
  ∑ i ∈ ?m.421, rate p q i S * (occ (exchange i S) (j + 1) - occ S (j + 1))
in the target expression
  P S * (fun S => ∑ i, rate p q i S * (occ (exchange i S) (j + 1) - occ S (j + 1))) S =
    P S * current p q j S - P S * current p q (j + 1) S

L : ℕ
inst✝ : NeZero L
hL : 2 ≤ L
p q : ℝ
P : Finset (ZMod L) → ℝ
j : ZMod L
this : Fact (1 < L)
hne : j ≠ j + 1
h01 : ∀ (S : Finset (ZMod L)) (i : ZMod L), occ S i = 0 ∨ occ S i = 1
S : Finset (ZMod L)
x✝ : S ∈ Finset.univ
ht :
  ∀ (i : ZMod L),
    rate p q i S * (occ (exchange i S) (j + 1) - occ S (j + 1)) =
      (if i = j then current p q i S else 0) - if i = j + 1 then current p q i S else 0
⊢ P S * (fun S => ∑ i, rate p q i S * (occ (exchange i S) (j + 1) - occ S (j + 1))) S =
    P S * current p q j S - P S * current p q (j + 1) S
```

The error comes from the `rw` that should replace each term of the sum over bonds by means of `ht`. Its pattern is a sum in which `S` is the fixed configuration from the context. In the goal, however, the sum still stands inside a function that has yet to be applied, `(fun S => ∑ i, …) S`. The `S` within that sum is the function's own bound variable, so `rw` finds no occurrence of the pattern, although the two sides look alike in print.

The added `beta_reduce` carries out the application and puts the fixed `S` into the sum. The pattern then occurs literally in the goal, and the same `rw` succeeds.

The other message is a style warning: the goal is a proposition, so `have` is preferred over `haveI`, and the difference between them is irrelevant in a proof. Changing `haveI` to `have` is mere tidying and plays no part in curing the error.

Lean accepts the file once it reads:

```diff
@@ -77,5 +77,5 @@
     mean (master p q P) (fun S => occ S (j + 1)) =
       mean P (current p q j) - mean P (current p q (j + 1)) := by
-  haveI : Fact (1 < L) := ⟨hL⟩
+  have : Fact (1 < L) := ⟨hL⟩
   have hne : j ≠ j + 1 := fun h =>
     one_ne_zero (α := ZMod L) (by linear_combination (-1 : ZMod L) * h)
@@ -105,4 +105,5 @@
           (fun h => h1 (add_right_cancel h).symm)]
         ring
+  beta_reduce
   rw [Finset.sum_congr rfl fun i _ => ht i, Finset.sum_sub_distrib]
   simp only [Finset.sum_ite_eq', Finset.mem_univ, if_true]
```
